# The two-level gap √((D − s)² + 4t²) is smallest exactly at s = D, where it equals 2|t|

For real D, s and t, the function √((D − s)² + 4t²) is the distance between the two energy levels of a two-level Hamiltonian whose diagonal energies differ by D − s and whose off-diagonal coupling is t. The file takes this formula as its definition of `gap` and does not derive it from a matrix. The theorem says that, with D and t fixed, a shift s minimises the gap over all real shifts if and only if s = D, and that the gap there is 2|t|. To show that a minimiser must be D, the attempt compares the gap at s with the gap at D and squares both sides, which should force (D − s)² = 0. The converse uses the monotonicity of the square root, and the value at D comes from writing 4t² as (2|t|)².

An attempt in Lean 4 with a fault in it:

```lean
import Mathlib

open Matrix

namespace GapMinimal

noncomputable section

/-- The function `g(s) = √((D - s)² + 4t²)`. -/
def gap (D t s : ℝ) : ℝ := √((D - s) ^ 2 + 4 * t ^ 2)

/-- The square of `g(s)` is `(D - s)² + 4t²`. -/
lemma gap_sq (D t s : ℝ) : gap D t s ^ 2 = (D - s) ^ 2 + 4 * t ^ 2 :=
  Real.sq_sqrt (by positivity)

/-- The gap at shift `s` is minimal among all shifts exactly when `s = D`, and its value
there is `2|t|`. -/
theorem gap_minimal (D t : ℝ) :
    (∀ s, (∀ u, gap D t s ≤ gap D t u) ↔ s = D) ∧ gap D t D = 2 * |t| := by
  refine ⟨fun s => ⟨fun h => ?_, fun h u => ?_⟩, ?_⟩
  · have h1 := pow_le_pow_left₀ (Real.sqrt_nonneg _ : 0 ≤ gap D t s) (h D) 2
    rw [gap_sq, gap_sq] at h1
    have h2 : (D - s) ^ 2 = 0 := le_antisymm (by nlinarith) (sq_nonneg _)
    have h3 : D - s = 0 := pow_eq_zero_iff (two_ne_zero) |>.mp h2
    linarith
  · rw [h]
    exact Real.sqrt_le_sqrt (by nlinarith [sq_nonneg (D - u)])
  · have h : (D - D) ^ 2 + 4 * t ^ 2 = (2 * |t|) ^ 2 := by
      rw [mul_pow, sq_abs]
      ring
    rw [gap, h, Real.sqrt_sq (by positivity)]

end

end GapMinimal
```

The error:

```
Main.lean:22:16: error: Tactic `rewrite` failed: Did not find an occurrence of the pattern
  gap ?D ?t ?s ^ 2
in the target expression
  √((D - s) ^ 2 + 4 * t ^ 2) ^ 2 ≤ (D - D) ^ 2 + 4 * t ^ 2

case refine_1
D t s : ℝ
h : ∀ (u : ℝ), gap D t s ≤ gap D t u
h1 : √((D - s) ^ 2 + 4 * t ^ 2) ^ 2 ≤ (D - D) ^ 2 + 4 * t ^ 2
⊢ s = D
```

Diagnosis. The error is at the second `gap_sq` in `rw [gap_sq, gap_sq] at h1`. The first had already rewritten the right-hand side, `gap D t D ^ 2`. The left-hand side was the square of an explicit square root, with no `gap` in it for the second to match.

The square root came in with `(Real.sqrt_nonneg _ : 0 ≤ gap D t s)`. Lean accepts this because `gap D t s` unfolds to a square root, but the ascription only guides elaboration and is not kept in the term. The type inferred for the term is still the one `Real.sqrt_nonneg` gives, `0 ≤ √(...)`, and `pow_le_pow_left₀` took its left-hand side from there. The two forms are equal by definition, but `rw` looks for the pattern `gap ?D ?t ?s ^ 2` and does not unfold `gap` to find it.

The repair first proves the inequality as `h0`, with the stated type `0 ≤ gap D t s`. A local hypothesis keeps its stated type, so passing `h0` to `pow_le_pow_left₀` gives `gap D t s ^ 2 ≤ gap D t D ^ 2`, and each `gap_sq` has a square to rewrite.

As a diff, the version that Lean accepts:

```diff
@@ -19,5 +19,6 @@
     (∀ s, (∀ u, gap D t s ≤ gap D t u) ↔ s = D) ∧ gap D t D = 2 * |t| := by
   refine ⟨fun s => ⟨fun h => ?_, fun h u => ?_⟩, ?_⟩
-  · have h1 := pow_le_pow_left₀ (Real.sqrt_nonneg _ : 0 ≤ gap D t s) (h D) 2
+  · have h0 : 0 ≤ gap D t s := Real.sqrt_nonneg _
+    have h1 := pow_le_pow_left₀ h0 (h D) 2
     rw [gap_sq, gap_sq] at h1
     have h2 : (D - s) ^ 2 = 0 := le_antisymm (by nlinarith) (sq_nonneg _)
```
